# Closed form of the Boltzmann operator of a two-level system with nonzero tunnelling

The theorem `boltzmann_eq` concerns a single two-level system with Hamiltonian H = −(xZ + DX)/2, where Z and X are Pauli matrices, x is a real bias and D a real, nonzero tunnelling amplitude. With E = √(x² + D²), it states that exp(−βH) = cosh(βE/2)·1 + (sinh(βE/2)/E)(xZ + DX) for every real β. This is the Boltzmann operator itself, not divided by its trace. The attempt diagonalises −βH with a matrix `U` whose columns are unnormalised eigenvectors of H, exponentiates the diagonal entries, and compares the result with the closed form.

This version doesn't compile in Lean 4 with Mathlib:

```lean
import Mathlib

open Matrix

namespace TwoLevelSusceptibility

noncomputable section

/-- The Pauli matrix X. -/
def pauliX : Matrix (Fin 2) (Fin 2) ℝ := !![0, 1; 1, 0]

/-- The Pauli matrix Z. -/
def pauliZ : Matrix (Fin 2) (Fin 2) ℝ := !![1, 0; 0, -1]

/-- The two-level Hamiltonian `H = -(x Z + D X)/2` with bias `x` and tunnelling `D`. -/
def hamiltonian (D x : ℝ) : Matrix (Fin 2) (Fin 2) ℝ :=
  (-(1 / 2 : ℝ)) • (x • pauliZ + D • pauliX)

/-- The energy `E = √(x² + D²)`. -/
def gap (D x : ℝ) : ℝ := √(x ^ 2 + D ^ 2)

/-- The Boltzmann operator `exp(-β H)`. -/
def boltzmann (β D x : ℝ) : Matrix (Fin 2) (Fin 2) ℝ :=
  NormedSpace.exp ((-β) • hamiltonian D x)

private theorem gap_pos {D : ℝ} (hD : D ≠ 0) (x : ℝ) : 0 < gap D x :=
  Real.sqrt_pos.2 (by positivity)

private theorem gap_sq (D x : ℝ) : gap D x ^ 2 = x ^ 2 + D ^ 2 :=
  Real.sq_sqrt (by positivity)

private theorem entries_eq {a b c d a' b' c' d' : ℝ} (h1 : a = a') (h2 : b = b')
    (h3 : c = c') (h4 : d = d') : !![a, b; c, d] = !![a', b'; c', d'] := by
  rw [h1, h2, h3, h4]

private theorem pauli_entries (a b D x : ℝ) :
    a • (1 : Matrix (Fin 2) (Fin 2) ℝ) + b • (x • pauliZ + D • pauliX) =
      !![a + b * x, b * D; b * D, a - b * x] := by
  ext i j
  fin_cases i <;> fin_cases j <;> simp [pauliX, pauliZ, Matrix.one_fin_two]
  ring

/-- The Boltzmann operator in closed form:
`exp(-βH) = cosh(βE/2) + (sinh(βE/2)/E) (x Z + D X)`. -/
theorem boltzmann_eq {D : ℝ} (hD : D ≠ 0) (β x : ℝ) :
    boltzmann β D x = Real.cosh (β * gap D x / 2) • (1 : Matrix (Fin 2) (Fin 2) ℝ) +
      (Real.sinh (β * gap D x / 2) / gap D x) • (x • pauliZ + D • pauliX) := by
  have hE := gap_pos hD x
  have hE2 := gap_sq D x
  have hH : (-β) • hamiltonian D x =
      (0 : ℝ) • (1 : Matrix (Fin 2) (Fin 2) ℝ) + (β / 2) • (x • pauliZ + D • pauliX) := by
    unfold hamiltonian
    module
  rw [boltzmann, hH, pauli_entries, pauli_entries]
  have hs : Real.sinh (β * gap D x / 2) =
      Real.sinh (β * gap D x / 2) / gap D x * gap D x := (div_mul_cancel₀ _ hE.ne').symm
  have hp := Real.cosh_add_sinh (β * gap D x / 2)
  have hm := Real.cosh_sub_sinh (β * gap D x / 2)
  generalize gap D x = E at *
  -- the columns of U are the eigenvectors of H
  obtain ⟨U, hU⟩ : ∃ U : Matrix (Fin 2) (Fin 2) ℝ, U = !![E + x, -D; D, E + x] := ⟨_, rfl⟩
  have hdet : IsUnit U.det := by
    rw [hU, Matrix.det_fin_two_of, isUnit_iff_ne_zero]
    have : 0 < D ^ 2 := by positivity
    nlinarith [sq_nonneg (E + x)]
  have hdiag : Matrix.diagonal ![β * E / 2, -(β * E / 2)] =
      !![β * E / 2, 0; 0, -(β * E / 2)] := by
    ext i j
    fin_cases i <;> fin_cases j <;> simp
  have hexp : Matrix.diagonal (NormedSpace.exp ![β * E / 2, -(β * E / 2)]) =
      !![Real.exp (β * E / 2), 0; 0, Real.exp (-(β * E / 2))] := by
    ext i j
    fin_cases i <;> fin_cases j <;> simp [Pi.exp_apply, Real.exp_eq_exp_ℝ]
  have hconj : !![0 + β / 2 * x, β / 2 * D; β / 2 * D, 0 - β / 2 * x] =
      U * Matrix.diagonal ![β * E / 2, -(β * E / 2)] * U⁻¹ := by
    rw [← Matrix.mul_nonsing_inv_cancel_right U _ hdet]
    congr 1
    rw [hdiag, hU, Matrix.mul_fin_two, Matrix.mul_fin_two]
    exact entries_eq (by linear_combination (-(β / 2)) * hE2) (by ring) (by ring)
      (by linear_combination (β / 2) * hE2)
  rw [hconj, Matrix.exp_conj _ _ ((Matrix.isUnit_iff_isUnit_det U).2 hdet), hexp, ← hp, ← hm]
  generalize Real.sinh (β * E / 2) / E = t at *
  -- both sides act in the same way on the eigenvectors
  rw [← Matrix.mul_nonsing_inv_cancel_right U (!![_, _; _, _]) hdet]
  congr 1
  rw [hU, Matrix.mul_fin_two, Matrix.mul_fin_two]
  exact entries_eq (by linear_combination t * hE2 + (E + x) * hs)
    (by linear_combination D * hs) (by linear_combination D * hs)
    (by linear_combination (-t) * hE2 - (E + x) * hs)

end

end TwoLevelSusceptibility
```

The error:

```
Main.lean:73:42: error(lean.unknownIdentifier): Unknown identifier `Pi.exp_apply`
Main.lean:73:42: error(lean.unknownIdentifier): Unknown identifier `Pi.exp_apply`
Main.lean:73:42: error(lean.unknownIdentifier): Unknown identifier `Pi.exp_apply`
Main.lean:73:42: error(lean.unknownIdentifier): Unknown identifier `Pi.exp_apply`
Main.lean:76:8: error: Invalid rewrite argument: The pattern to be substituted is a metavariable (`?m.2120`) in this equality
  ?m.2120 = ?m.2120 * U * U⁻¹
Main.lean:81:76: error: Tactic `rewrite` failed: Did not find an occurrence of the pattern
  diagonal (NormedSpace.exp ![β * E / 2, -(β * E / 2)])
in the target expression
  U * NormedSpace.exp (diagonal ![β * E / 2, -(β * E / 2)]) * U⁻¹ =
    !![Real.cosh (β * E / 2) + Real.sinh (β * E / 2) / E * x, Real.sinh (β * E / 2) / E * D;
      Real.sinh (β * E / 2) / E * D, Real.cosh (β * E / 2) - Real.sinh (β * E / 2) / E * x]

D : ℝ
hD : D ≠ 0
β x : ℝ
hH : -β • hamiltonian D x = 0 • 1 + (β / 2) • (x • pauliZ + D • pauliX)
E : ℝ
hE : 0 < E
hE2 : E ^ 2 = x ^ 2 + D ^ 2
hs : Real.sinh (β * E / 2) = Real.sinh (β * E / 2) / E * E
hp : Real.cosh (β * E / 2) + Real.sinh (β * E / 2) = Real.exp (β * E / 2)
hm : Real.cosh (β * E / 2) - Real.sinh (β * E / 2) = Real.exp (-(β * E / 2))
U : Matrix (Fin 2) (Fin 2) ℝ
hU : U = !![E + x, -D; D, E + x]
hdet : IsUnit U.det
hdiag : diagonal ![β * E / 2, -(β * E / 2)] = !![β * E / 2, 0; 0, -(β * E / 2)]
hexp : diagonal (NormedSpace.exp ![β * E / 2, -(β * E / 2)]) = !![Real.exp (β * E / 2), 0; 0, Real.exp (-(β * E / 2))]
hconj : !![0 + β / 2 * x, β / 2 * D; β / 2 * D, 0 - β / 2 * x] = U * diagonal ![β * E / 2, -(β * E / 2)] * U⁻¹
⊢ U * NormedSpace.exp (diagonal ![β * E / 2, -(β * E / 2)]) * U⁻¹ =
    !![Real.cosh (β * E / 2) + Real.sinh (β * E / 2) / E * x, Real.sinh (β * E / 2) / E * D;
      Real.sinh (β * E / 2) / E * D, Real.cosh (β * E / 2) - Real.sinh (β * E / 2) / E * x]
```

Cause. There are three separate faults.

Lean knows no lemma called `Pi.exp_apply`; the message appears four times because `simp` runs on each of the four matrix entries. The new `hvec` proves that the exponential of a vector is taken entry by entry, using `NormedSpace.map_exp` with the evaluation homomorphism.

`Matrix.mul_nonsing_inv_cancel_right` says that `B * U * U⁻¹ = B`. Rewritten backwards with `B` left as `_`, its pattern is a bare metavariable, which `rw` rejects. The repair first proves `hMU`, the identity without the inverse, and then uses the lemma forwards.

After `Matrix.exp_conj` the goal contains the exponential of a diagonal matrix, while `hexp` is about the diagonal matrix of an exponentiated vector. `Matrix.exp_diagonal` turns the first into the second, so `hexp` can then rewrite.

The closing step also used the cancellation lemma backwards, though with a matrix pattern. Lean never reached it, so the messages don't show whether it would have failed; `hR` recasts it in the forward form.

The change, after which it compiles:

```diff
@@ -68,24 +68,37 @@
     ext i j
     fin_cases i <;> fin_cases j <;> simp
+  have hvec : NormedSpace.exp ![β * E / 2, -(β * E / 2)] =
+      ![Real.exp (β * E / 2), Real.exp (-(β * E / 2))] := by
+    funext i
+    have hi := NormedSpace.map_exp (Pi.evalRingHom (fun _ : Fin 2 => ℝ) i)
+      (continuous_apply i) ![β * E / 2, -(β * E / 2)]
+    rw [← Real.exp_eq_exp_ℝ] at hi
+    refine Eq.trans hi ?_
+    fin_cases i <;> rfl
   have hexp : Matrix.diagonal (NormedSpace.exp ![β * E / 2, -(β * E / 2)]) =
       !![Real.exp (β * E / 2), 0; 0, Real.exp (-(β * E / 2))] := by
+    rw [hvec]
     ext i j
-    fin_cases i <;> fin_cases j <;> simp [Pi.exp_apply, Real.exp_eq_exp_ℝ]
-  have hconj : !![0 + β / 2 * x, β / 2 * D; β / 2 * D, 0 - β / 2 * x] =
-      U * Matrix.diagonal ![β * E / 2, -(β * E / 2)] * U⁻¹ := by
-    rw [← Matrix.mul_nonsing_inv_cancel_right U _ hdet]
-    congr 1
+    fin_cases i <;> fin_cases j <;> simp
+  have hMU : !![0 + β / 2 * x, β / 2 * D; β / 2 * D, 0 - β / 2 * x] * U =
+      U * Matrix.diagonal ![β * E / 2, -(β * E / 2)] := by
     rw [hdiag, hU, Matrix.mul_fin_two, Matrix.mul_fin_two]
     exact entries_eq (by linear_combination (-(β / 2)) * hE2) (by ring) (by ring)
       (by linear_combination (β / 2) * hE2)
-  rw [hconj, Matrix.exp_conj _ _ ((Matrix.isUnit_iff_isUnit_det U).2 hdet), hexp, ← hp, ← hm]
+  have hconj : !![0 + β / 2 * x, β / 2 * D; β / 2 * D, 0 - β / 2 * x] =
+      U * Matrix.diagonal ![β * E / 2, -(β * E / 2)] * U⁻¹ := by
+    rw [← hMU, Matrix.mul_nonsing_inv_cancel_right _ _ hdet]
+  rw [hconj, Matrix.exp_conj _ _ ((Matrix.isUnit_iff_isUnit_det U).2 hdet),
+    Matrix.exp_diagonal, hexp, ← hp, ← hm]
   generalize Real.sinh (β * E / 2) / E = t at *
   -- both sides act in the same way on the eigenvectors
-  rw [← Matrix.mul_nonsing_inv_cancel_right U (!![_, _; _, _]) hdet]
-  congr 1
-  rw [hU, Matrix.mul_fin_two, Matrix.mul_fin_two]
-  exact entries_eq (by linear_combination t * hE2 + (E + x) * hs)
-    (by linear_combination D * hs) (by linear_combination D * hs)
-    (by linear_combination (-t) * hE2 - (E + x) * hs)
+  have hR : U * !![Real.cosh (β * E / 2) + Real.sinh (β * E / 2), 0;
+        0, Real.cosh (β * E / 2) - Real.sinh (β * E / 2)] =
+      !![Real.cosh (β * E / 2) + t * x, t * D; t * D, Real.cosh (β * E / 2) - t * x] * U := by
+    rw [hU, Matrix.mul_fin_two, Matrix.mul_fin_two]
+    exact entries_eq (by linear_combination t * hE2 + (E + x) * hs)
+      (by linear_combination D * hs) (by linear_combination D * hs)
+      (by linear_combination (-t) * hE2 - (E + x) * hs)
+  rw [hR, Matrix.mul_nonsing_inv_cancel_right _ _ hdet]
 
 end
```
